# Relativistic elastic scattering of equal masses from a target at rest: the outgoing momenta satisfy ⟨q₁,q₂⟩ = T₁T₂

Suppose a simulation has produced the two outgoing momenta of an electron that struck another electron, and the event has to be checked for energy conservation. Treat the target electron as free and initially at rest, and suppose that no photon is emitted and that momentum is already known to be conserved. The check then needs only the outgoing particles: compute the inner product of their momenta, compute the product of their kinetic energies, and compare the two numbers. In units with $c=1$, energy is conserved exactly when they agree. The projectile's energy need not be evaluated separately.

## The product formula from the conservation laws

Let both particles have mass $m>0$. A particle of momentum $q$ has energy $E(q)=\sqrt{m^2+\|q\|^2}$ and kinetic energy $T(q)=E(q)-m$. The projectile has momentum $p$, the target has momentum zero, and the outgoing momenta are $q_1$ and $q_2$. Write $E_i=E(q_i)$ and $T_i=T(q_i)$ for $i=1,2$. The conservation laws are
$$p=q_1+q_2,\qquad E(p)+m=E_1+E_2 .$$

The claim is that they hold if and only if
$$p=q_1+q_2\quad\text{and}\quad \langle q_1,q_2\rangle=T_1T_2 .$$

Assume first that the conservation laws hold. Then $E(p)=E_1+E_2-m$, and we square both sides. On the left, momentum conservation and $\|q_i\|^2=E_i^2-m^2$ give
$$E(p)^2=m^2+\|q_1\|^2+\|q_2\|^2+2\langle q_1,q_2\rangle=E_1^2+E_2^2-m^2+2\langle q_1,q_2\rangle .$$
On the right,
$$(E_1+E_2-m)^2=E_1^2+E_2^2+m^2+2E_1E_2-2m(E_1+E_2).$$
Equating the two and cancelling $E_1^2+E_2^2$ leaves
$$\langle q_1,q_2\rangle=E_1E_2-m(E_1+E_2)+m^2=(E_1-m)(E_2-m)=T_1T_2 .$$

For the converse, the same algebra read backwards gives $E(p)^2=(E_1+E_2-m)^2$. Equal squares determine the numbers only up to sign, so a sign argument is needed. Here $E(p)\ge 0$ and $E_1+E_2-m=T_1+T_2+m>0$, hence the two are equal and energy is conserved.

A slip that spoils this derivation is to leave out the target's rest energy and square $E(p)=E_1+E_2$. The result would be $\langle q_1,q_2\rangle=E_1E_2+\tfrac12m^2$, which is larger than $\|q_1\|\|q_2\|$ and so contradicts the Cauchy–Schwarz inequality. The equation that was squared describes one particle of mass $m$ turning into two of the same mass, which the conservation laws forbid.

The sign of the inner product follows from the mass shell in the form
$$\|q\|^2=E(q)^2-m^2=T(q)\,\bigl(T(q)+2m\bigr).$$
Since $E(q)\ge m$, we have $T(q)\ge0$. If $T(q)=0$, the formula gives $q=0$, and a particle at rest clearly has $T=0$. Therefore $\langle q_1,q_2\rangle=T_1T_2\ge0$, with equality exactly when at least one outgoing particle is at rest. When both move, the angle between them is acute. In Newtonian mechanics the same collision gives $\|p\|^2=\|q_1\|^2+\|q_2\|^2$ and thus a right angle.

## How narrow the opening angle can be

Write $T=T(p)$. Energy conservation says $T=T_1+T_2$. The opening angle is limited by the inequality
$$(T+4m)\langle q_1,q_2\rangle\le T\,\|q_1\|\,\|q_2\| .$$
Both sides are nonnegative, so it is enough to compare squares. Inserting the product formula and the mass shell, we find
$$T^2\|q_1\|^2\|q_2\|^2-(T+4m)^2\langle q_1,q_2\rangle^2
=T_1T_2\bigl[T^2(T_1+2m)(T_2+2m)-(T+4m)^2T_1T_2\bigr].$$
Since $(T_1+2m)(T_2+2m)=T_1T_2+2mT+4m^2$, the terms $T^2T_1T_2$ cancel in the bracket, which becomes
$$2mT^3+4m^2T^2-8mT\,T_1T_2-16m^2T_1T_2=2m(T+2m)(T^2-4T_1T_2).$$
Finally $T^2-4T_1T_2=(T_1-T_2)^2$. The difference of squares is therefore
$$2m(T+2m)\langle q_1,q_2\rangle(T_1-T_2)^2\ge0 .$$

If both outgoing particles move, then $\langle q_1,q_2\rangle>0$, and equality holds exactly for $T_1=T_2$. In terms of the opening angle $\theta$ the bound then reads $\cos\theta\le T/(T+4m)$. For $T$ much smaller than $m$ the right-hand side is small, and the angle is close to the Newtonian right angle.

## Energies and the collision in Lean

```lean
import Mathlib

namespace EqualMassElasticScattering

noncomputable section

variable {V : Type*} [NormedAddCommGroup V]
```

Momenta are elements of a type `V`. For the definitions it needs only addition and a norm; the inner product is added later. No dimension is fixed.

```lean
/-- Relativistic energy of a particle of mass `m` and momentum `q`, in units with `c = 1`. -/
def energy (m : ℝ) (q : V) : ℝ := √(m ^ 2 + ‖q‖ ^ 2)

/-- Kinetic energy: the relativistic energy minus the rest energy. -/
def kinetic (m : ℝ) (q : V) : ℝ := energy m q - m
```

These are $E(q)$ and $T(q)$ with $c=1$. In ordinary units the product formula would read $\langle q_1,q_2\rangle=T_1T_2/c^2$.

```lean
/-- A projectile of momentum `p` hits a particle of the same mass `m` at rest, and the two
leave with momenta `q₁` and `q₂`; total momentum and total energy are conserved. -/
structure ElasticOnRest (m : ℝ) (p q₁ q₂ : V) : Prop where
  momentum : p = q₁ + q₂
  energy : energy m p + energy m (0 : V) = energy m q₁ + energy m q₂
```

The proposition `ElasticOnRest m p q₁ q₂` consists of the two conservation laws. The target enters as `energy m (0 : V)`, the energy of zero momentum, so its value $m$ is derived and not put in by hand. Elasticity is expressed by the single mass `m` shared by all four energies: no particle is created and no internal excitation takes up energy. The structure contains no interaction and no cross section, and it says nothing about how likely an outcome is. It also admits the event in which nothing happens, with $q_1=p$ and $q_2=0$.

```lean
/-- The mass-shell relation between energy, mass and momentum. -/
theorem energy_sq (m : ℝ) (q : V) : energy m q ^ 2 = m ^ 2 + ‖q‖ ^ 2 := by
  unfold energy
  exact Real.sq_sqrt (by positivity)
```

The radicand is nonnegative, so squaring removes the root. This gives the mass-shell relation for every real `m`.

```lean
/-- A particle at rest has energy `m`. -/
theorem energy_rest {m : ℝ} (hm : 0 < m) : energy m (0 : V) = m := by
  simp [energy, Real.sqrt_sq hm.le]
```

For zero momentum the energy is $\sqrt{m^2}$, which equals $m$ because $m$ is positive. The hypothesis `0 < m` stands for the physical requirement that the target can be at rest, which a massless particle cannot be.

```lean
/-- The squared momentum expressed through the kinetic energy. -/
theorem norm_sq_eq_kinetic (m : ℝ) (q : V) :
    ‖q‖ ^ 2 = kinetic m q * (kinetic m q + 2 * m) := by
  unfold kinetic
  linear_combination -energy_sq m q
```

This is $\|q\|^2=T(T+2m)$. After `kinetic` is unfolded, the right-hand side is $(E-m)(E+m)$, and `linear_combination` reduces the claim to the mass shell.

```lean
/-- Kinetic energy is nonnegative, and it vanishes exactly for a particle at rest. -/
theorem kinetic_nonneg_and_eq_zero_iff {m : ℝ} (hm : 0 < m) (q : V) :
    0 ≤ kinetic m q ∧ (kinetic m q = 0 ↔ q = 0) := by
  refine ⟨?_, ?_, ?_⟩
  · have h : m ≤ energy m q := by
      unfold energy
      exact (Real.le_sqrt' hm).2 (by nlinarith [sq_nonneg ‖q‖])
    unfold kinetic
    linarith
  · intro h
    have hq := norm_sq_eq_kinetic m q
    rw [h, zero_mul] at hq
    exact norm_eq_zero.1 (pow_eq_zero_iff (two_ne_zero)|>.1 hq)
  · intro h
    rw [h, kinetic, energy_rest hm, sub_self]
```

The statement joins $T\ge0$ with the equivalence of $T=0$ and $q=0$. The first part compares $m^2$ with $m^2+\|q\|^2$ under the root. The second inserts $T=0$ into the previous lemma and obtains $\|q\|^2=0$. The third evaluates the energy at rest.

## The equivalence and the sign of the inner product

```lean
variable [InnerProductSpace ℝ V]

/-- The conservation laws hold exactly when the outgoing momenta add up to the incoming one
and their inner product is the product of the outgoing kinetic energies. -/
theorem elastic_iff_inner_eq_kinetic_mul {m : ℝ} (hm : 0 < m) (p q₁ q₂ : V) :
    ElasticOnRest m p q₁ q₂ ↔
      p = q₁ + q₂ ∧ inner ℝ q₁ q₂ = kinetic m q₁ * kinetic m q₂ := by
  have h1 := energy_sq m q₁
  have h2 := energy_sq m q₂
  have h0 := energy_sq m (q₁ + q₂)
  rw [norm_add_sq_real] at h0
  constructor
  · rintro ⟨rfl, hE⟩
    refine ⟨rfl, ?_⟩
    rw [energy_rest hm] at hE
    -- insert the conserved energy into the mass shell of the projectile
    have hE' : energy m (q₁ + q₂) = energy m q₁ + energy m q₂ - m := by linarith
    rw [hE'] at h0
    unfold kinetic
    linear_combination (-1 / 2) * h0 + (1 / 2) * h1 + (1 / 2) * h2
  · rintro ⟨rfl, hi⟩
    refine ⟨rfl, ?_⟩
    have k1 := (kinetic_nonneg_and_eq_zero_iff hm q₁).1
    have k2 := (kinetic_nonneg_and_eq_zero_iff hm q₂).1
    unfold kinetic at hi k1 k2
    have hpos : 0 ≤ energy m (q₁ + q₂) := Real.sqrt_nonneg _
    have hpos' : 0 ≤ energy m q₁ + energy m q₂ - m := by linarith
    -- both candidates for the projectile energy are nonnegative with equal squares
    have hE : energy m (q₁ + q₂) = energy m q₁ + energy m q₂ - m := by
      refine (sq_eq_sq₀ hpos hpos').1 ?_
      linear_combination h0 - h1 - h2 + 2 * hi
    rw [energy_rest hm, hE]
    ring
```

From here on `V` is a real inner product space, and `inner ℝ q₁ q₂` is $\langle q_1,q_2\rangle$. The theorem is the equivalence derived above, for arbitrary vectors `p`, `q₁` and `q₂`.

The three mass-shell relations are prepared first, and `norm_add_sq_real` expands $\|q_1+q_2\|^2$ in the one for the projectile. In the forward direction `hE'` is the conservation law solved for $E(p)$. It is substituted into `h0`, and the final `linear_combination` carries out the cancellation, with the factors $\tfrac12$ coming from the $2\langle q_1,q_2\rangle$ in the expansion.

In the reverse direction `hpos` and `hpos'` supply the two signs. With them `sq_eq_sq₀` turns equality of squares into equality of the energies.

```lean
/-- The outgoing momenta have nonnegative inner product, and it vanishes exactly when at least one
outgoing particle is at rest. -/
theorem inner_nonneg_and_eq_zero_iff {m : ℝ} (hm : 0 < m) {p q₁ q₂ : V}
    (h : ElasticOnRest m p q₁ q₂) :
    0 ≤ inner ℝ q₁ q₂ ∧ (inner ℝ q₁ q₂ = 0 ↔ q₁ = 0 ∨ q₂ = 0) := by
  obtain ⟨k1, z1⟩ := kinetic_nonneg_and_eq_zero_iff hm q₁
  obtain ⟨k2, z2⟩ := kinetic_nonneg_and_eq_zero_iff hm q₂
  rw [((elastic_iff_inner_eq_kinetic_mul hm p q₁ q₂).1 h).2]
  exact ⟨mul_nonneg k1 k2, by rw [mul_eq_zero, z1, z2]⟩
```

For any collision satisfying the conservation laws, the inner product is nonnegative, and it is zero if and only if `q₁ = 0` or `q₂ = 0`. The "or" is inclusive: for $p=0$ both outgoing particles are at rest. The proof replaces the inner product by $T_1T_2$ and applies the facts about kinetic energy to each factor.

## The angle bound and its equality case

```lean
/-- An identity relating the inner product of the outgoing momenta, their magnitudes and
the difference of the outgoing kinetic energies. -/
theorem opening_angle_identity {m : ℝ} (hm : 0 < m) {p q₁ q₂ : V}
    (h : ElasticOnRest m p q₁ q₂) :
    (kinetic m p * (‖q₁‖ * ‖q₂‖)) ^ 2 - ((kinetic m p + 4 * m) * inner ℝ q₁ q₂) ^ 2 =
      2 * m * (kinetic m p + 2 * m) * inner ℝ q₁ q₂ *
        (kinetic m q₁ - kinetic m q₂) ^ 2 := by
  have hi := ((elastic_iff_inner_eq_kinetic_mul hm p q₁ q₂).1 h).2
  -- the projectile's kinetic energy is shared between the outgoing particles
  have hT : kinetic m p = kinetic m q₁ + kinetic m q₂ := by
    have hE := h.energy
    rw [energy_rest hm] at hE
    unfold kinetic
    linarith
  have n1 := norm_sq_eq_kinetic m q₁
  have n2 := norm_sq_eq_kinetic m q₂
  rw [hT, hi]
  linear_combination (kinetic m q₁ + kinetic m q₂) ^ 2 * ‖q₂‖ ^ 2 * n1 +
    (kinetic m q₁ + kinetic m q₂) ^ 2 * (kinetic m q₁ * (kinetic m q₁ + 2 * m)) * n2
```

This is the difference of squares computed above. The step `hT` establishes $T=T_1+T_2$. After the product formula has been inserted, the two terms of the `linear_combination` replace $\|q_1\|^2$ and $\|q_2\|^2$ by their mass-shell expressions, and the remaining polynomial identity is checked automatically.

```lean
/-- With `T` the projectile's kinetic energy, the inner product of the outgoing momenta is at
most `T / (T + 4 m)` times the product of their magnitudes. If both outgoing particles move,
equality holds exactly when they have equal kinetic energies. -/
theorem opening_angle_bound {m : ℝ} (hm : 0 < m) {p q₁ q₂ : V}
    (h : ElasticOnRest m p q₁ q₂) :
    (kinetic m p + 4 * m) * inner ℝ q₁ q₂ ≤ kinetic m p * (‖q₁‖ * ‖q₂‖) ∧
      (q₁ ≠ 0 → q₂ ≠ 0 →
        ((kinetic m p + 4 * m) * inner ℝ q₁ q₂ = kinetic m p * (‖q₁‖ * ‖q₂‖) ↔
          kinetic m q₁ = kinetic m q₂)) := by
  have gap := opening_angle_identity hm h
  obtain ⟨hi, hz⟩ := inner_nonneg_and_eq_zero_iff hm h
  have hT := (kinetic_nonneg_and_eq_zero_iff hm p).1
  have hl : 0 ≤ (kinetic m p + 4 * m) * inner ℝ q₁ q₂ := mul_nonneg (by linarith) hi
  have hr : 0 ≤ kinetic m p * (‖q₁‖ * ‖q₂‖) := by positivity
  have hc : 0 < 2 * m * (kinetic m p + 2 * m) := by positivity
  refine ⟨(sq_le_sq₀ hl hr).1 ?_, fun h1 h2 => ⟨fun he => ?_, fun he => ?_⟩⟩
  · have := mul_nonneg (mul_nonneg hc.le hi) (sq_nonneg (kinetic m q₁ - kinetic m q₂))
    linarith
  · -- equality forces the squared difference of kinetic energies to vanish
    have hne : inner ℝ q₁ q₂ ≠ 0 := fun h0 => (hz.1 h0).elim h1 h2
    rw [he, sub_self] at gap
    have hsq := (mul_eq_zero.1 gap.symm).resolve_left (mul_ne_zero hc.ne' hne)
    exact sub_eq_zero.1 ((pow_eq_zero_iff two_ne_zero).1 hsq)
  · refine (sq_eq_sq₀ hl hr).1 ?_
    rw [he] at gap
    linear_combination -gap
```

The bound is stated without division and without an angle, so it also applies when an outgoing momentum is zero. Its second half assumes that both outgoing particles move. Without that assumption the equivalence would fail: if the target stays at rest and the projectile flies on, both sides of the bound are zero while the kinetic energies differ.

The names `hl` and `hr` record that both sides are nonnegative, which allows `sq_le_sq₀` to reduce the inequality to one between squares; the identity `gap` then settles it. For the equality case, `gap` becomes a product equal to zero. Its factors $2m(T+2m)$ and $\langle q_1,q_2\rangle$ are nonzero, so $(T_1-T_2)^2=0$. Conversely, $T_1=T_2$ makes the right-hand side of `gap` vanish, and the nonnegative sides agree because their squares do.

## A planar collision with integer energies

Take $m=16$, $p=(30,0)$, $q_1=(15,12)$ and $q_2=(15,-12)$. The projectile's energy is $\sqrt{256+900}=34$, and each outgoing particle has energy $\sqrt{256+225+144}=25$. Energy conservation reads $34+16=25+25$. The kinetic energies are $T_1=T_2=9$, and indeed $\langle q_1,q_2\rangle=225-144=81$. Because the energy is shared equally, the angle bound is an equality: $\cos\theta=81/369=9/41$, and $T/(T+4m)=18/82=9/41$.

The theorem below confirms the two conservation laws for these numbers, so the hypothesis of the preceding theorems is met by a collision in which both particles move away. The type `EuclideanSpace ℝ (Fin 2)` gives the plane its Euclidean norm. The auxiliary statement `key` says that a nonnegative number with the right square is the energy, and it is applied to the three moving particles.

```lean
/-- A planar collision of particles of mass 16: a projectile of momentum (30, 0) leads to
outgoing momenta (15, 12) and (15, -12). -/
theorem elasticOnRest_witness :
    ElasticOnRest 16 (!₂[30, 0] : EuclideanSpace ℝ (Fin 2)) !₂[15, 12] !₂[15, -12] := by
  have key : ∀ x y E : ℝ, 0 ≤ E → E ^ 2 = 16 ^ 2 + (x ^ 2 + y ^ 2) →
      energy 16 (!₂[x, y] : EuclideanSpace ℝ (Fin 2)) = E := by
    intro x y E hE h
    unfold energy
    rw [EuclideanSpace.norm_sq_eq, Fin.sum_univ_two]
    simp only [Real.norm_eq_abs, sq_abs]
    change √(16 ^ 2 + (x ^ 2 + y ^ 2)) = E
    rw [← h, Real.sqrt_sq hE]
  constructor
  · ext i
    fin_cases i <;> norm_num
  · rw [key 30 0 34 (by norm_num) (by norm_num), energy_rest (by norm_num),
      key 15 12 25 (by norm_num) (by norm_num),
      key 15 (-12) 25 (by norm_num) (by norm_num)]
    norm_num

end

end EqualMassElasticScattering
```

```lean
#print axioms EqualMassElasticScattering.elastic_iff_inner_eq_kinetic_mul
#print axioms EqualMassElasticScattering.opening_angle_bound
```

```
'EqualMassElasticScattering.elastic_iff_inner_eq_kinetic_mul' depends on axioms: [propext, Classical.choice, Quot.sound]
'EqualMassElasticScattering.opening_angle_bound' depends on axioms: [propext, Classical.choice, Quot.sound]
```
